# Two intensities at opposite detunings fix the triplet phase factor in a one-resonance three-beam model with known amplitudes and width

To get a triplet phase out of a three-beam scan, I take the intensities at equal detunings on the two sides of the resonance and subtract them. The difference gives me the cosine of the phase $t$. But $\cos t$ is the same for $t$ and $-t$, and without anomalous scattering those two phases belong to a structure and its inverted copy. Have I lost the sign of the phase for good, since a detector records only intensities? Or do the same two readings still contain it?

## The difference carries the cosine and the sum carries the sine

The two readings still contain it, provided that you know the amplitudes and the width of the resonance. The sign that is missing from the difference is in the sum.

Let $a$ be the real amplitude of the directly reflected wave and $b$ the real strength of the detour wave, which reaches the same direction by two successive reflections. The triplet phase $t$ is the phase of the product of the two structure factors on the detour, minus the phase of the structure factor of the direct reflection. Let $x$ be the detuning from the three-beam position and $g>0$ the width of the detour resonance, which keeps the amplitude finite at $x=0$. The model intensity is

$$I(x)=\left|\,a+\frac{b\,e^{it}}{x+ig}\,\right|^2 .$$

Multiply the amplitude by $x+ig$ and separate real and imaginary parts:

$$(x+ig)\left(a+\frac{b\,e^{it}}{x+ig}\right)=(ax+b\cos t)+i\,(ag+b\sin t).$$

Since $|x+ig|^2=x^2+g^2$, taking squared moduli gives

$$(x^2+g^2)\,I(x)=(ax+b\cos t)^2+(ag+b\sin t)^2 .$$

At $-x$ only the first square changes, to $(-ax+b\cos t)^2$. In the difference the second square drops out, and so do the terms $a^2x^2$ and $b^2\cos^2 t$. Only the cross terms are left:

$$(x^2+g^2)\,[I(x)-I(-x)]=4abx\cos t .$$

In the sum the cross terms of the first square cancel instead:

$$(x^2+g^2)\,[I(x)+I(-x)]=2a^2x^2+2b^2\cos^2t+2a^2g^2+4abg\sin t+2b^2\sin^2t .$$

With $\cos^2t+\sin^2t=1$ the right side is $2a^2(x^2+g^2)+2b^2+4abg\sin t$. Dividing both results by $x^2+g^2>0$ gives

$$I(x)-I(-x)=\frac{4abx\cos t}{x^2+g^2},\qquad I(x)+I(-x)=2a^2+\frac{2b^2+4abg\sin t}{x^2+g^2}.$$

If $a$, $b$ and $x$ are nonzero, the first equation can be solved for $\cos t$ and the second for $\sin t$. Together they give $e^{it}$, which is the phase up to multiples of $2\pi$.

The same algebra settles two related questions. At one fixed detuning, replacing $t$ by $-t$ changes $(x^2+g^2)I(x)$ by the sine term alone, so the two intensities differ by $4abg\sin t/(x^2+g^2)$. For nonzero $a$ and $b$ they agree only when $\sin t=0$. And the intensity vanishes at $x$ exactly when both squares vanish, that is, when $ax=-b\cos t$ and $ag=-b\sin t$.

## Two phases with the same difference and different sums

Take $a=2$, $b=1$, $g=1$ and $x=1$, so that $x^2+g^2=2$, and let $\cos t=0.8$ and $\sin t=0.6$. The sum of squares gives

$$2\,I(1)=(2.8)^2+(2.6)^2=14.6,\qquad 2\,I(-1)=(-1.2)^2+(2.6)^2=8.2,$$

so $I(1)=7.3$ and $I(-1)=4.1$. For the phase $-t$ the second square becomes $(1.4)^2$, and the intensities are $4.9$ and $1.7$.

Both phases give the difference $3.2$, which is your puzzle in numbers. The sums are $11.4$ and $6.6$. Working backwards from the first pair, $2\cdot 3.2=8\cos t$ gives $\cos t=0.8$, and $2\,(11.4-8)=2+8\sin t$ gives $\sin t=0.6$.

## What is lost at zero detuning or zero width

At $x=0$ the two readings are the same reading. The difference is zero for every phase, and

$$I(0)=a^2+\frac{b^2+2abg\sin t}{g^2}$$

depends on the sine only, so $t$ and $\pi-t$ look alike.

At $g=0$ and $x\neq0$ the sine term disappears, and $t$ and $-t$ give the same intensity at every such detuning. The sign of the phase is therefore readable only with a nonzero width, and it is weakly marked when $g$ is much smaller than $|x|$.

## The Lean file

```lean
import Mathlib

namespace RenningerTripletPhase

noncomputable section

/-- Three-beam intensity at detuning `x`: a direct wave of amplitude `a` interferes with a resonant
detour wave of strength `b`, width `g` and triplet phase `t`. The physical formula requires
`x + i g ≠ 0`; at `x = g = 0` Lean's division by zero drops the detour term. -/
def profile (a b g t x : ℝ) : ℝ :=
  ‖(a : ℂ) + b * Complex.exp (t * Complex.I) / (x + g * Complex.I)‖ ^ 2

/-- Away from `x = g = 0`, the intensity times the resonance denominator `x² + g²` is a sum of
two squares, one containing the cosine and one the sine of the triplet phase. -/
theorem profile_mul_denominator (a b g t x : ℝ) (h : x ^ 2 + g ^ 2 ≠ 0) :
    (x ^ 2 + g ^ 2) * profile a b g t x =
      (a * x + b * Real.cos t) ^ 2 + (a * g + b * Real.sin t) ^ 2 := by
  have hn : ‖(x : ℂ) + g * Complex.I‖ ^ 2 = x ^ 2 + g ^ 2 := by
    rw [Complex.sq_norm, Complex.normSq_add_mul_I]
  have hz : (x : ℂ) + g * Complex.I ≠ 0 := by
    intro h0
    apply h
    rw [← hn, h0]
    norm_num
  have he : Complex.exp (t * Complex.I) =
      (Real.cos t : ℂ) + (Real.sin t : ℂ) * Complex.I := by
    rw [Complex.exp_mul_I, Complex.ofReal_cos, Complex.ofReal_sin]
  -- clear the resonance denominator in the amplitude itself
  have hc : ((x : ℂ) + g * Complex.I) *
      (b * Complex.exp (t * Complex.I) / (x + g * Complex.I)) =
      b * Complex.exp (t * Complex.I) := by
    field_simp
  have hm : ((x : ℂ) + g * Complex.I) *
      (a + b * Complex.exp (t * Complex.I) / (x + g * Complex.I)) =
      ((a * x + b * Real.cos t : ℝ) : ℂ) +
        ((a * g + b * Real.sin t : ℝ) : ℂ) * Complex.I := by
    rw [mul_add, hc, he]
    push_cast
    ring
  rw [← hn, profile, ← mul_pow, ← norm_mul, hm, Complex.sq_norm, Complex.normSq_add_mul_I]

/-- For a resonance of width `g > 0`, multiplied by `x² + g²`, the difference of the intensities at
`x` and `-x` is `4 a b x cos t`, and their sum less `2 a²` is `2 b² + 4 a b g sin t`. -/
theorem profile_odd_even (a b g t x : ℝ) (hg : 0 < g) :
    (x ^ 2 + g ^ 2) * (profile a b g t x - profile a b g t (-x)) =
        4 * a * b * x * Real.cos t ∧
      (x ^ 2 + g ^ 2) * (profile a b g t x + profile a b g t (-x) - 2 * a ^ 2) =
        2 * b ^ 2 + 4 * a * b * g * Real.sin t := by
  have hp := profile_mul_denominator a b g t x (by positivity)
  have hq := profile_mul_denominator a b g t (-x) (by positivity)
  constructor
  · linear_combination hp - hq
  · linear_combination hp + hq + 2 * b ^ 2 * Real.sin_sq_add_cos_sq t

/-- If both waves are present, the intensities at opposite nonzero detunings `x` and `-x` agree
exactly when the cosine of the triplet phase vanishes. -/
theorem profile_symmetric_iff (a b g t x : ℝ) (hab : a * b ≠ 0) (hx : x ≠ 0) :
    profile a b g t x = profile a b g t (-x) ↔ Real.cos t = 0 := by
  have h : x ^ 2 + g ^ 2 ≠ 0 := by positivity
  have hp := profile_mul_denominator a b g t x h
  have hq := profile_mul_denominator a b g t (-x) (by rw [neg_sq]; exact h)
  have hd : (x ^ 2 + g ^ 2) * (profile a b g t x - profile a b g t (-x)) =
      4 * a * b * x * Real.cos t := by
    linear_combination hp - hq
  constructor
  · intro e
    have h0 : a * b * x * Real.cos t = 0 := by
      linear_combination (-1 / 4) * hd + (x ^ 2 + g ^ 2) / 4 * e
    exact (mul_eq_zero.mp h0).resolve_left (mul_ne_zero hab hx)
  · intro hc
    rw [hc, mul_zero] at hd
    exact sub_eq_zero.mp ((mul_eq_zero.mp hd).resolve_left h)

/-- If both waves are present and the width is positive, opposite triplet phases `t` and `-t`
give the same intensity at a detuning `x` exactly when the sine of the phase vanishes. -/
theorem profile_opposite_phase_iff (a b g t x : ℝ) (hg : 0 < g) (hab : a * b ≠ 0) :
    profile a b g t x = profile a b g (-t) x ↔ Real.sin t = 0 := by
  have h : x ^ 2 + g ^ 2 ≠ 0 := by positivity
  have hp := profile_mul_denominator a b g t x h
  have hq := profile_mul_denominator a b g (-t) x h
  rw [Real.cos_neg, Real.sin_neg] at hq
  have hd : (x ^ 2 + g ^ 2) * (profile a b g t x - profile a b g (-t) x) =
      4 * a * b * g * Real.sin t := by
    linear_combination hp - hq
  constructor
  · intro e
    have h0 : a * b * g * Real.sin t = 0 := by
      linear_combination (-1 / 4) * hd + (x ^ 2 + g ^ 2) / 4 * e
    exact (mul_eq_zero.mp h0).resolve_left (mul_ne_zero hab hg.ne')
  · intro hs
    rw [hs, mul_zero] at hd
    exact sub_eq_zero.mp ((mul_eq_zero.mp hd).resolve_left h)

/-- For given nonzero amplitudes `a`, `b` and width `g > 0`, the two intensities at detunings
`x` and `-x`, with `x ≠ 0`, determine the triplet phase factor `exp (i t)`. -/
theorem phase_determined_by_two_intensities (a b g s t x : ℝ) (hg : 0 < g)
    (hab : a * b ≠ 0) (hx : x ≠ 0) :
    (profile a b g t x = profile a b g s x ∧
        profile a b g t (-x) = profile a b g s (-x)) ↔
      Complex.exp (t * Complex.I) = Complex.exp (s * Complex.I) := by
  constructor
  · rintro ⟨h1, h2⟩
    obtain ⟨ot, et⟩ := profile_odd_even a b g t x hg
    obtain ⟨os, es⟩ := profile_odd_even a b g s x hg
    -- the odd parts give the cosine
    have hc : Real.cos t = Real.cos s := by
      apply mul_left_cancel₀ (mul_ne_zero hab hx)
      linear_combination (-1 / 4) * ot + (1 / 4) * os + (x ^ 2 + g ^ 2) / 4 * (h1 - h2)
    -- the even parts give the sine
    have hs : Real.sin t = Real.sin s := by
      apply mul_left_cancel₀ (mul_ne_zero hab hg.ne')
      linear_combination (-1 / 4) * et + (1 / 4) * es + (x ^ 2 + g ^ 2) / 4 * (h1 + h2)
    rw [Complex.exp_mul_I, Complex.exp_mul_I, ← Complex.ofReal_cos, ← Complex.ofReal_sin,
      ← Complex.ofReal_cos, ← Complex.ofReal_sin, hc, hs]
  · intro h
    simp only [profile, h, and_self]

/-- For width `g > 0`, the direct and detour waves cancel completely at detuning `x` exactly
when `a x = -b cos t` and `a g = -b sin t`. -/
theorem profile_eq_zero_iff (a b g t x : ℝ) (hg : 0 < g) :
    profile a b g t x = 0 ↔
      a * x = -(b * Real.cos t) ∧ a * g = -(b * Real.sin t) := by
  have h : x ^ 2 + g ^ 2 ≠ 0 := by positivity
  have hp := profile_mul_denominator a b g t x h
  constructor
  · intro h0
    rw [h0, mul_zero] at hp
    -- a vanishing sum of two squares has vanishing terms
    have h1 : (a * x + b * Real.cos t) ^ 2 = 0 := by
      linarith [sq_nonneg (a * x + b * Real.cos t), sq_nonneg (a * g + b * Real.sin t)]
    have h2 : (a * g + b * Real.sin t) ^ 2 = 0 := by
      linarith [sq_nonneg (a * x + b * Real.cos t), sq_nonneg (a * g + b * Real.sin t)]
    exact ⟨eq_neg_of_add_eq_zero_left (pow_eq_zero_iff two_ne_zero |>.mp h1),
      eq_neg_of_add_eq_zero_left (pow_eq_zero_iff two_ne_zero |>.mp h2)⟩
  · rintro ⟨h1, h2⟩
    have h0 : (x ^ 2 + g ^ 2) * profile a b g t x = 0 := by
      rw [hp, h1, h2]
      ring
    exact (mul_eq_zero.mp h0).resolve_left h

end

end RenningerTripletPhase
```

```lean
#print axioms RenningerTripletPhase.profile_symmetric_iff
#print axioms RenningerTripletPhase.profile_opposite_phase_iff
#print axioms RenningerTripletPhase.phase_determined_by_two_intensities
#print axioms RenningerTripletPhase.profile_eq_zero_iff
```

```
'RenningerTripletPhase.profile_symmetric_iff' depends on axioms: [propext, Classical.choice, Quot.sound]
'RenningerTripletPhase.profile_opposite_phase_iff' depends on axioms: [propext, Classical.choice, Quot.sound]
'RenningerTripletPhase.phase_determined_by_two_intensities' depends on axioms: [propext, Classical.choice, Quot.sound]
'RenningerTripletPhase.profile_eq_zero_iff' depends on axioms: [propext, Classical.choice, Quot.sound]
```

## The theorems in words

`profile a b g t x` is $I(x)$, with all five arguments real. The real numbers are read as complex ones inside the norm, and `Complex.exp (t * Complex.I)` is $e^{it}$ with $t$ in radians. The amplitudes $a$ and $b$ may have either sign. The denominator $x+ig$ fixes a convention: with $x-ig$ instead, the same intensities would belong to the opposite phase, so a sign of $t$ has meaning only together with this choice.

- `profile_mul_denominator` is the sum-of-squares identity, for $x^2+g^2\neq0$.
- `profile_odd_even` states the difference and sum formulas for $g>0$ and every real $x$, with the denominator multiplied out. In this form the exclusion of $x=g=0$ matters: Lean sets a quotient by zero to zero, and the sum formula would then read $0=2b^2$.
- `profile_symmetric_iff` says that, for $ab\neq0$ and $x\neq0$, the intensities at $x$ and $-x$ agree exactly when $\cos t=0$. It needs no condition on $g$, because $x\neq0$ already keeps the denominator away from zero.
- `profile_opposite_phase_iff` says that, for $g>0$ and $ab\neq0$, the phases $t$ and $-t$ give the same intensity at a given detuning exactly when $\sin t=0$. Here $x=0$ is allowed.
- `phase_determined_by_two_intensities` is the answer to your question. For $g>0$, $ab\neq0$ and $x\neq0$, two phases $t$ and $s$ give the same pair of intensities at $\pm x$ exactly when $e^{it}=e^{is}$.
- `profile_eq_zero_iff` gives the two conditions for complete cancellation, for $g>0$ and any $a$ and $b$.

The condition $ab\neq0$ says that both waves are present. If either is missing there is no interference, and the intensity does not depend on $t$.

The determination of the phase is a uniqueness statement for given $a$, $b$ and $g$. It does not say that every measured pair of intensities comes from some phase: the cosine and sine read off from the data must also have squares that add up to one. Nor does it treat noise, a background, or the fitting of $a$, $b$ and $g$ along with $t$.

The one-resonance amplitude is assumed here and not derived from the dynamical equations for three coupled beams. Polarisation, absorption effects beyond a constant width, and further simultaneous reflections are left out. Within this single-pole model, the result bears on phase determination from azimuthal scans: a fit that uses only the differences $I(x)-I(-x)$ discards the information that separates $t$ from $-t$.

## From the sum of squares to the phase factor

In `profile_mul_denominator`, the step `hn` is $|x+ig|^2=x^2+g^2$, and `hz` deduces from it that $x+ig$ is not zero. Euler's formula is `he`. The step `hc` cancels the denominator in the detour term, and `hm` writes the multiplied amplitude as a real part plus $i$ times an imaginary part. The last line turns the product of the two squared norms into the squared norm of the product, and evaluates it as the sum of the squares of those parts.

`profile_odd_even` applies this identity at $x$ and at $-x$, under the names `hp` and `hq`. The tactic `linear_combination` then checks the algebra: `hp - hq` gives the difference formula, and `hp + hq` together with $2b^2$ times the identity $\sin^2t+\cos^2t=1$ gives the sum formula.

The two theorems on equal intensities have a common pattern. Each first derives an identity `hd`, in which $x^2+g^2$ times a difference of intensities equals $4abx\cos t$ or $4abg\sin t$. If the intensities are equal, the right side is zero, and removing the nonzero factors leaves $\cos t=0$ or $\sin t=0$. In the other direction the trigonometric factor is zero, and since $x^2+g^2\neq0$ the difference of intensities must vanish.

For `phase_determined_by_two_intensities`, the odd and even formulas are written down for both $t$ and $s$. Subtracting the equal readings `h1` and `h2` gives $abx\cos t=abx\cos s$, and `mul_left_cancel₀` removes the factor $abx$. Adding them gives $abg\sin t=abg\sin s$ in the same way. Euler's formula then joins the equal cosines and sines into equal phase factors. The converse is immediate, because $t$ enters `profile` only through $e^{it}$.

In `profile_eq_zero_iff`, a zero intensity makes the sum of the two squares zero. Neither square is negative, so `linarith` concludes that each is zero, and the two linear conditions follow. Conversely, inserting those conditions makes both squares vanish, and the nonzero factor $x^2+g^2$ is removed to leave $I(x)=0$.
